# Normalised Bogoliubov transformations of a truncated boson mode keep the commutator defect on the highest level

After coding a Bogoliubov transformation in a truncated number basis, one can test the quasiparticle matrix \(b\) by computing \(bb^{\mathsf H}-b^{\mathsf H}b\) and comparing it with the identity. With \(N\ge1\) retained levels and a correctly normalised transformation, the comparison fails in exactly one place: the last diagonal entry is \(1-N\) instead of \(1\). That entry is the effect of the cutoff and does not indicate a coding error. Any other deviation, beyond rounding, does. The test applies to a single mode, transformed by \(b=ua+va^{\mathsf H}\) with \(|u|^2-|v|^2=1\).

In Lean 4 with Mathlib:

```lean
import Mathlib

open Matrix

namespace TruncatedBogoliubov

noncomputable section
```

## The mode, its top level and the quasiparticle matrix

Number the levels \(0,1,\dots,N-1\). The truncated annihilation matrix \(a\) takes level \(j\) to level \(j-1\) with amplitude \(\sqrt j\), so its entries are
\[
a_{ij}=\sqrt{j}\;\text{ if } i+1=j,\qquad a_{ij}=0\;\text{ otherwise.}
\]

```lean
/-- The annihilation matrix of a boson mode truncated to `N` levels: it takes level `j` to
level `j - 1` with amplitude `√j`. -/
def lowering (N : ℕ) : Matrix (Fin N) (Fin N) ℂ :=
  Matrix.of fun i j => if i.val + 1 = j.val then ((√(j.val : ℝ) : ℝ) : ℂ) else 0
```

The index type `Fin N` is the set of levels, counted from zero as in the formula. Row \(i\) is the final level and column \(j\) the initial one.

The projector \(P\) on the highest retained level is diagonal, with a single entry \(1\) at \(i=N-1\).

```lean
/-- The projector on the highest retained level. -/
def topProj (N : ℕ) : Matrix (Fin N) (Fin N) ℂ :=
  Matrix.diagonal fun i => if i.val + 1 = N then 1 else 0
```

For complex \(u,v\) and any square matrix \(A\), the Bogoliubov combination is \(uA+vA^{\mathsf H}\), where \(A^{\mathsf H}\) is the conjugate transpose. The quasiparticle matrix is the case \(A=a\), that is, \(b=ua+va^{\mathsf H}\).

```lean
/-- The Bogoliubov combination `u A + v Aᴴ` of a matrix and its adjoint. -/
def bogoliubov {N : ℕ} (u v : ℂ) (A : Matrix (Fin N) (Fin N) ℂ) : Matrix (Fin N) (Fin N) ℂ :=
  u • A + v • Aᴴ
```

## The mixed terms cancel for every matrix

Write \(B=uA+vA^{\mathsf H}\), so that \(B^{\mathsf H}=\bar uA^{\mathsf H}+\bar vA\). Then
\[
BB^{\mathsf H}=|u|^2AA^{\mathsf H}+u\bar v\,AA+v\bar u\,A^{\mathsf H}A^{\mathsf H}+|v|^2A^{\mathsf H}A,
\]
\[
B^{\mathsf H}B=|u|^2A^{\mathsf H}A+\bar uv\,A^{\mathsf H}A^{\mathsf H}+\bar vu\,AA+|v|^2AA^{\mathsf H}.
\]
The terms in \(AA\) and \(A^{\mathsf H}A^{\mathsf H}\) agree and drop out of the difference:
\[
BB^{\mathsf H}-B^{\mathsf H}B=(|u|^2-|v|^2)\,(AA^{\mathsf H}-A^{\mathsf H}A).
\]

```lean
/-- The commutator of a matrix `A` with its adjoint is multiplied by `|u|² - |v|²` under a
Bogoliubov transformation. -/
theorem bogoliubov_commutator {N : ℕ} (u v : ℂ) (A : Matrix (Fin N) (Fin N) ℂ) :
    bogoliubov u v A * (bogoliubov u v A)ᴴ - (bogoliubov u v A)ᴴ * bogoliubov u v A
      = ((Complex.normSq u - Complex.normSq v : ℝ) : ℂ) • (A * Aᴴ - Aᴴ * A) := by
  have hu : ((Complex.normSq u : ℝ) : ℂ) = u * star u := (Complex.mul_conj u).symm
  have hv : ((Complex.normSq v : ℝ) : ℂ) = v * star v := (Complex.mul_conj v).symm
  rw [Complex.ofReal_sub, hu, hv]
  simp only [bogoliubov, conjTranspose_add, conjTranspose_smul, conjTranspose_conjTranspose,
    Matrix.add_mul, Matrix.mul_add, Matrix.smul_mul, Matrix.mul_smul]
  -- the terms in `A * A` and `Aᴴ * Aᴴ` cancel
  module
```

`Complex.normSq u` is \(|u|^2\), a real number that is then read as a complex scalar. The proof first rewrites it as \(u\bar u\). The `simp only` step expands the two products as above, and `module` collects coefficients and performs the cancellation.

## The cutoff changes one diagonal entry

It remains to evaluate the commutator of \(a\) itself. In
\[
(aa^{\mathsf H})_{ij}=\sum_k a_{ik}\,\overline{a_{jk}}
\]
a term survives only if \(k=i+1=j+1\). The matrix is therefore diagonal, with entry \(i+1\) as long as level \(i+1\) is retained, and \(0\) at the top. In
\[
(a^{\mathsf H}a)_{ij}=\sum_k \overline{a_{ki}}\,a_{kj}
\]
a term survives only if \(k+1=i=j\), which gives the number matrix with diagonal entries \(i\). The difference is \((i+1)-i=1\) below the top and \(0-(N-1)=1-N\) at the top, so
\[
aa^{\mathsf H}-a^{\mathsf H}a=1-NP,\qquad
bb^{\mathsf H}-b^{\mathsf H}b=(|u|^2-|v|^2)(1-NP).
\]

```lean
/-- For arbitrary complex `u` and `v`, the quasiparticle commutator in the truncated space is
`(|u|² - |v|²) (1 - N P)`, with `P` the projector on the highest level. -/
theorem truncated_commutator (N : ℕ) (u v : ℂ) :
    bogoliubov u v (lowering N) * (bogoliubov u v (lowering N))ᴴ
        - (bogoliubov u v (lowering N))ᴴ * bogoliubov u v (lowering N)
      = ((Complex.normSq u - Complex.normSq v : ℝ) : ℂ) • (1 - (N : ℂ) • topProj N) := by
  have hsq : ∀ m : ℕ, ((√(m : ℝ) : ℝ) : ℂ) * ((√(m : ℝ) : ℝ) : ℂ) = (m : ℂ) := by
    intro m
    rw [← Complex.ofReal_mul, Real.mul_self_sqrt (Nat.cast_nonneg m), Complex.ofReal_natCast]
  -- raising and then lowering: the highest level is lost
  have h1 : lowering N * (lowering N)ᴴ
      = Matrix.diagonal fun i => if i.val + 1 < N then (i.val : ℂ) + 1 else 0 := by
    ext i j
    rw [Matrix.mul_apply, Matrix.diagonal_apply]
    by_cases hij : i = j
    · subst hij
      rw [if_pos rfl]
      by_cases h : i.val + 1 < N
      · rw [if_pos h, Finset.sum_eq_single (⟨i.val + 1, h⟩ : Fin N)]
        · simpa [lowering] using hsq (i.val + 1)
        · intro k _ hk
          have hne : i.val + 1 ≠ k.val := fun e => hk (Fin.ext e.symm)
          simp [lowering, hne]
        · simp
      · rw [if_neg h]
        refine Finset.sum_eq_zero fun k _ => ?_
        have hne : i.val + 1 ≠ k.val := by
          have := k.isLt
          omega
        simp [lowering, hne]
    · rw [if_neg hij]
      refine Finset.sum_eq_zero fun k _ => ?_
      by_cases h : i.val + 1 = k.val
      · have hne : j.val + 1 ≠ k.val := fun e => hij (Fin.ext (by omega))
        simp [lowering, hne]
      · simp [lowering, h]
  -- lowering and then raising counts the quanta
  have h2 : (lowering N)ᴴ * lowering N = Matrix.diagonal fun i => (i.val : ℂ) := by
    ext i j
    rw [Matrix.mul_apply, Matrix.diagonal_apply]
    by_cases hij : i = j
    · subst hij
      rw [if_pos rfl]
      by_cases h : i.val = 0
      · have hz : (i.val : ℂ) = 0 := by rw [h, Nat.cast_zero]
        rw [hz]
        refine Finset.sum_eq_zero fun k _ => ?_
        have hne : k.val + 1 ≠ i.val := by omega
        simp [lowering, hne]
      · have hi := i.isLt
        have e : i.val - 1 + 1 = i.val := by omega
        rw [Finset.sum_eq_single (⟨i.val - 1, by omega⟩ : Fin N)]
        · simpa [lowering, e] using hsq i.val
        · intro k _ hk
          have hne : k.val + 1 ≠ i.val := fun e' => hk (Fin.ext (by simp only; omega))
          simp [lowering, hne]
        · simp
    · rw [if_neg hij]
      refine Finset.sum_eq_zero fun k _ => ?_
      by_cases h : k.val + 1 = i.val
      · have hne : k.val + 1 ≠ j.val := fun e => hij (Fin.ext (by omega))
        simp [lowering, hne]
      · simp [lowering, h]
  rw [bogoliubov_commutator, h1, h2]
  congr 1
  ext i j
  by_cases hij : i = j
  · subst hij
    have hi := i.isLt
    by_cases h : i.val + 1 < N
    · have h' : i.val + 1 ≠ N := by omega
      simp only [Matrix.sub_apply, Matrix.smul_apply, Matrix.one_apply_eq,
        Matrix.diagonal_apply_eq, topProj, if_pos h, if_neg h', smul_eq_mul]
      ring
    · have h' : i.val + 1 = N := by omega
      have hN : (N : ℂ) = (i.val : ℂ) + 1 := by exact_mod_cast h'.symm
      simp only [Matrix.sub_apply, Matrix.smul_apply, Matrix.one_apply_eq,
        Matrix.diagonal_apply_eq, topProj, if_neg h, if_pos h', smul_eq_mul]
      linear_combination hN
  · simp [topProj, hij]
```

The two products are the intermediate statements `h1` and `h2`. Where an intermediate level contributes to a diagonal entry, `Finset.sum_eq_single` selects it and `hsq` supplies \((\sqrt m)^2=m\). No level contributes to the top entry in `h1` or to the lowest entry in `h2`, and these sums vanish term by term. Off the diagonal, every term contains a vanishing factor. The last part compares entries below the top and at the top separately, the latter using \(N=i+1\).

In the untruncated mode, \(|u|^2-|v|^2=1\) is the condition for the quasiparticle operators to obey the same bosonic commutation relation as the original ones. Imposing it here sets the prefactor to one:
\[
bb^{\mathsf H}-b^{\mathsf H}b=1-NP .
\]

```lean
/-- If `|u|² - |v|² = 1`, the truncated quasiparticle matrix `b = u a + v aᴴ` satisfies
`b bᴴ - bᴴ b = 1 - N P`, with `P` the projector on the highest level. -/
theorem quasiparticle_commutator (N : ℕ) (u v : ℂ)
    (huv : Complex.normSq u - Complex.normSq v = 1) :
    bogoliubov u v (lowering N) * (bogoliubov u v (lowering N))ᴴ
        - (bogoliubov u v (lowering N))ᴴ * bogoliubov u v (lowering N)
      = 1 - (N : ℂ) • topProj N := by
  rw [truncated_commutator, huv, Complex.ofReal_one, one_smul]
```

The condition enters as the hypothesis `huv`. Real \(u,v\) with \(u^2-v^2=1\) are a special case.

For a numerical instance, take \(N=3\), \(u=5/4\), \(v=3/4\), for which \(u^2-v^2=25/16-9/16=1\). Then
\[
b=\begin{pmatrix}0&\tfrac54&0\\ \tfrac34&0&\tfrac{5\sqrt2}{4}\\ 0&\tfrac{3\sqrt2}{4}&0\end{pmatrix}.
\]
The diagonal of \(bb^{\mathsf H}\) is \(\tfrac1{16}(25,59,18)\) and that of \(b^{\mathsf H}b\) is \(\tfrac1{16}(9,43,50)\). Both matrices have the same off-diagonal entries, \(15\sqrt2/16\) between levels \(0\) and \(2\). The difference is \(\mathrm{diag}(1,1,-2)=1-3P\).

Without the normalisation the formula can fail. For \(N=2\) and \(u=v=1\), the matrix \(b=\begin{pmatrix}0&1\\1&0\end{pmatrix}\) is Hermitian and commutes with its adjoint, whereas \(1-2P=\mathrm{diag}(1,-1)\).

## Reading the normalisation from the lowest level

Conversely, suppose that the commutator is known to equal \(1-NP\) and that \(N\ge2\). The lowest level is then not the top one, so \(P_{00}=0\), and the \((0,0)\) entry of
\[
(|u|^2-|v|^2)(1-NP)=1-NP
\]
reads \(|u|^2-|v|^2=1\).

```lean
/-- With at least two levels, the commutator `1 - N P` forces the normalisation
`|u|² - |v|² = 1`. -/
theorem normalisation_of_commutator {N : ℕ} (hN : 2 ≤ N) (u v : ℂ)
    (h : bogoliubov u v (lowering N) * (bogoliubov u v (lowering N))ᴴ
        - (bogoliubov u v (lowering N))ᴴ * bogoliubov u v (lowering N)
      = 1 - (N : ℂ) • topProj N) :
    Complex.normSq u - Complex.normSq v = 1 := by
  rw [truncated_commutator] at h
  -- compare the diagonal entries of the lowest level
  have h0 := congrFun (congrFun h ⟨0, by omega⟩) ⟨0, by omega⟩
  have hp : topProj N ⟨0, by omega⟩ ⟨0, by omega⟩ = 0 := by
    rw [topProj, Matrix.diagonal_apply_eq]
    exact if_neg (show ¬ (0 + 1 = N) by omega)
  simp only [Matrix.smul_apply, Matrix.sub_apply, Matrix.one_apply_eq, hp, smul_eq_mul,
    mul_zero, sub_zero, mul_one] at h0
  exact_mod_cast h0
```

The proof extracts this entry with `congrFun` and simplifies it using `hp`, which states \(P_{00}=0\). For \(N=1\) the matrix \(a\) is zero and \(1-NP=0\), so the commutator has the required form for all \(u,v\) and carries no information about them.

## Every squeezing parameter gives the same defect

A common real parametrisation is \(u=\cosh r\), \(v=\sinh r\). Since \(\cosh^2r-\sinh^2r=1\), the commutator is \(1-NP\) for every real \(r\).

```lean
/-- The hyperbolic choice `u = cosh r`, `v = sinh r` gives the commutator `1 - N P` for every
real `r`. -/
theorem squeezed_commutator (N : ℕ) (r : ℝ) :
    let b := bogoliubov (Real.cosh r : ℂ) (Real.sinh r : ℂ) (lowering N)
    b * bᴴ - bᴴ * b = 1 - (N : ℂ) • topProj N := by
  refine quasiparticle_commutator N _ _ ?_
  rw [Complex.normSq_ofReal, Complex.normSq_ofReal]
  linear_combination Real.cosh_sq r
```

The result follows from the normalised case once `Real.cosh_sq` has supplied the hyperbolic identity. The defect is thus independent of the squeezing strength.

## Vectors on which the commutator acts as the identity

Let \(\psi\) be a vector of amplitudes \(\psi_i\), not necessarily normalised. From the commutator formula,
\[
\bigl((1-NP)\psi\bigr)_i=\psi_i-N P_{ii}\,\psi_i .
\]
This equals \(\psi_i\) for all \(i\) exactly when \(N\psi_{N-1}=0\), that is, when the top level is unoccupied.

```lean
/-- For `|u|² - |v|² = 1`, the quasiparticle commutator maps a vector `ψ` to itself exactly when `ψ`
has no amplitude on the highest level. -/
theorem commutator_fixes_iff (N : ℕ) (u v : ℂ)
    (huv : Complex.normSq u - Complex.normSq v = 1) (ψ : Fin N → ℂ) :
    (bogoliubov u v (lowering N) * (bogoliubov u v (lowering N))ᴴ
        - (bogoliubov u v (lowering N))ᴴ * bogoliubov u v (lowering N)) *ᵥ ψ = ψ
      ↔ ∀ i : Fin N, i.val + 1 = N → ψ i = 0 := by
  rw [quasiparticle_commutator N u v huv]
  have key : ∀ i, ((1 - (N : ℂ) • topProj N) *ᵥ ψ) i
      = ψ i - (N : ℂ) * ((if i.val + 1 = N then 1 else 0) * ψ i) := by
    intro i
    simp [topProj, Matrix.sub_mulVec, Matrix.smul_mulVec, Matrix.mulVec_diagonal]
  constructor
  · intro h i hi
    have hk := key i
    rw [h, if_pos hi, one_mul] at hk
    have hN : (N : ℂ) ≠ 0 := Nat.cast_ne_zero.mpr (by omega)
    have hz : (N : ℂ) * ψ i = 0 := by linear_combination hk
    exact (mul_eq_zero.mp hz).resolve_left hN
  · intro h
    funext i
    rw [key i]
    by_cases hi : i.val + 1 = N
    · rw [h i hi]
      ring
    · rw [if_neg hi]
      ring
```

The symbol `*ᵥ` is the action of a matrix on a vector, and `key` is the displayed formula. In one direction the proof divides out \(N\), which is nonzero because a top level exists; in the other it checks each component. The difference between the two sides has norm \(N|\psi_{N-1}|\), so a small top amplitude is weighted by the size of the basis.

## A finite matrix space must carry a defect of trace N

A different choice of matrices does not remove the defect. Let \(X,Y,D\) be \(N\times N\) complex matrices with \(XY-YX=1-D\). Because \(\operatorname{Tr}(XY)=\operatorname{Tr}(YX)\), taking the trace gives
\[
0=N-\operatorname{Tr}D,\qquad\text{so}\qquad \operatorname{Tr}D=N .
\]

```lean
/-- If two `N × N` matrices obey the canonical commutation relation up to a defect `D`, then
`D` has trace `N`. -/
theorem trace_defect {N : ℕ} (X Y D : Matrix (Fin N) (Fin N) ℂ)
    (h : X * Y - Y * X = 1 - D) : D.trace = N := by
  have ht := congrArg Matrix.trace h
  -- the trace of a commutator vanishes
  rw [Matrix.trace_sub, Matrix.trace_sub, Matrix.trace_mul_comm X Y, sub_self,
    Matrix.trace_one, Fintype.card_fin] at ht
  linear_combination ht
```

Here `Matrix.trace_mul_comm` makes the left side vanish, and `Matrix.trace_one` evaluates the trace of the identity. The truncated oscillator, with \(D=NP\), places the whole trace on one level.

An exact canonical relation \(XY-YX=1\) would mean \(D=0\), hence \(0=N\), which is impossible for \(N\ne0\).

```lean
/-- No complex matrices of finite nonzero size satisfy the canonical commutation relation
`X Y - Y X = 1`. -/
theorem no_finite_ccr {N : ℕ} (hN : N ≠ 0) (X Y : Matrix (Fin N) (Fin N) ℂ) :
    X * Y - Y * X ≠ 1 := by
  intro h
  have ht := trace_defect X Y 0 (by rw [h, sub_zero])
  rw [Matrix.trace_zero] at ht
  exact hN (Nat.cast_eq_zero.mp ht.symm)

end

end TruncatedBogoliubov
```

No adjoint relation between \(X\) and \(Y\) is assumed, so the result also rules out finite position and momentum matrices whose commutator is exactly \(i\hbar\) times the identity: dividing one of them by \(i\hbar\) would give \(XY-YX=1\). The argument concerns finite matrices only: it does not apply to the operators of the untruncated mode, where the canonical relation does hold. Nor do these results involve a Hamiltonian, several coupled modes, or the convergence of computed energies as \(N\) grows.

```lean
#print axioms TruncatedBogoliubov.truncated_commutator
-- 'TruncatedBogoliubov.truncated_commutator' depends on axioms: [propext, Classical.choice, Quot.sound]
#print axioms TruncatedBogoliubov.squeezed_commutator
-- 'TruncatedBogoliubov.squeezed_commutator' depends on axioms: [propext, Classical.choice, Quot.sound]
#print axioms TruncatedBogoliubov.commutator_fixes_iff
-- 'TruncatedBogoliubov.commutator_fixes_iff' depends on axioms: [propext, Classical.choice, Quot.sound]
#print axioms TruncatedBogoliubov.no_finite_ccr
-- 'TruncatedBogoliubov.no_finite_ccr' depends on axioms: [propext, Classical.choice, Quot.sound]
```
